# The axial component of a tilted unit moment under Landau–Lifshitz damping in a constant field is a hyperbolic tangent in time

A magnetic moment tilted from a constant field precesses about the field while damping turns it towards the field direction. If the moment obeys the Landau–Lifshitz equation at all real times and starts with unit length, neither parallel nor antiparallel to the field, then it keeps unit length and its component along the field is the hyperbolic tangent of a linear function of time.

Let $m$ be the moment divided by its initial magnitude and $e$ the unit vector along the field. The equation is

$$m'=-g\,m\times e-a\,m\times(m\times e).$$

The real constants $g$ and $a$ are the precession and damping rates, with the field strength absorbed in both. For $a>0$ the damping pulls a tilted $m$ towards $e$. The mathematics also allows $a<0$, where the same term drives $m$ away from $e$ and no longer describes passive damping.

```lean
import Mathlib

open Matrix

namespace MagnetizationDamping

noncomputable section
```

The right-hand side is called `torque`, although it is a rate of change of $m$ and not a mechanical torque.

```lean
/-- The Landau-Lifshitz torque on a moment `m`: a precession term about `e` with coefficient `g` and
a damping term with coefficient `a`. For a unit vector `e` the precession rate is `g`. -/
def torque (g a : ℝ) (e m : Fin 3 → ℝ) : Fin 3 → ℝ :=
  (-g) • (crossProduct m e) - a • (crossProduct m (crossProduct m e))
```

Vectors are real triples, `Fin 3 → ℝ`, and `⬝ᵥ` is the dot product, so unit length reads `m 0 ⬝ᵥ m 0 = 1`. A trajectory is assumed to exist for all real $t$. Treating a real sample as one uniform moment in a fixed field, without anisotropy or thermal noise, is a physical assumption that precedes the mathematics.

```lean
/-- The curve `m` obeys the Landau-Lifshitz equation `m' = -g m × e - a m × (m × e)`
at all times. -/
def IsTrajectory (g a : ℝ) (e : Fin 3 → ℝ) (m : ℝ → Fin 3 → ℝ) : Prop :=
  ∀ t, HasDerivAt m (torque g a e (m t)) t
```

## (a) Torque against moment

Show that the torque has no component along the moment:
$$m\cdot\mathrm{torque}=0.$$

**Solution.** Both $m\times e$ and $m\times(m\times e)$ are cross products with $m$, hence orthogonal to it. Lean expands into components and `ring` cancels them.

```lean
/-- The torque is orthogonal to the moment. -/
theorem dot_torque (g a : ℝ) (e m : Fin 3 → ℝ) : m ⬝ᵥ torque g a e m = 0 := by
  simp [torque, cross_apply, dotProduct, Fin.sum_univ_three]
  ring
```

## (b) Torque along the field

For arbitrary vectors $m,e$, show that
$$\mathrm{torque}\cdot e=a\big[(m\cdot m)(e\cdot e)-(m\cdot e)^2\big].$$

**Solution.** The precession term vanishes because $(m\times e)\cdot e=0$. For the damping term, use $m\times(m\times e)=m(m\cdot e)-e(m\cdot m)$, take the dot product with $e$ and multiply by $-a$. Lean again compares components.

```lean
/-- Only the damping contributes to the torque along the axis `e`. -/
theorem torque_dot_axis (g a : ℝ) (e m : Fin 3 → ℝ) :
    torque g a e m ⬝ᵥ e = a * ((m ⬝ᵥ m) * (e ⬝ᵥ e) - (m ⬝ᵥ e) ^ 2) := by
  simp [torque, cross_apply, dotProduct, Fin.sum_univ_three]
  ring
```

## (c) Length in time

Show that every trajectory satisfies
$$m(t)\cdot m(t)=m(0)\cdot m(0).$$

**Solution.** By (a), $(m\cdot m)'=2\,m\cdot m'=0$. A function with zero derivative everywhere is constant. In Lean, `key` is this vanishing sum over components.

```lean
/-- The squared length of the moment is conserved along every trajectory. -/
theorem length_conserved {g a : ℝ} {e : Fin 3 → ℝ} {m : ℝ → Fin 3 → ℝ}
    (h : IsTrajectory g a e m) (t : ℝ) : m t ⬝ᵥ m t = m 0 ⬝ᵥ m 0 := by
  have hd : ∀ s, HasDerivAt (fun r => m r ⬝ᵥ m r) 0 s := by
    intro s
    have hi := hasDerivAt_pi.1 (h s)
    have key : ∑ i, (torque g a e (m s) i * m s i + m s i * torque g a e (m s) i) = 0 := by
      have h0 := dot_torque g a e (m s)
      simp only [dotProduct, Fin.sum_univ_three] at h0 ⊢
      linear_combination 2 * h0
    simp only [dotProduct]
    exact (HasDerivAt.fun_sum fun i _ => (hi i).fun_mul (hi i)).congr_deriv key
  exact is_const_of_deriv_eq_zero (fun s => (hd s).differentiableAt) (fun s => (hd s).deriv) t 0
```

## (d) A closed equation for one component

Let $u=m\cdot e$, with $e$ and $m(0)$ of unit length. Show that
$$u'=a(1-u^2).$$

**Solution.** Since $e$ is constant, $u'=m'\cdot e$. Insert (b), then set $e\cdot e=1$ and, by (c), $m\cdot m=1$. The final `rw` makes these substitutions.

```lean
/-- On a trajectory with a unit axis and an initially unit moment, the axial component `u = m · e`
obeys `u' = a (1 - u²)`. -/
theorem axial_equation {g a : ℝ} {e : Fin 3 → ℝ} {m : ℝ → Fin 3 → ℝ}
    (h : IsTrajectory g a e m) (he : e ⬝ᵥ e = 1) (hm : m 0 ⬝ᵥ m 0 = 1) (t : ℝ) :
    HasDerivAt (fun s => m s ⬝ᵥ e) (a * (1 - (m t ⬝ᵥ e) ^ 2)) t := by
  have hd : HasDerivAt (fun s => m s ⬝ᵥ e) (torque g a e (m t) ⬝ᵥ e) t := by
    simp only [dotProduct]
    exact HasDerivAt.fun_sum fun i _ => (hasDerivAt_pi.1 (h t) i).mul_const (e i)
  refine hd.congr_deriv ?_
  rw [torque_dot_axis, length_conserved h t, hm, he, one_mul]
```

## (e) A linear equation started at zero

Let $k$ be continuous, $w'=k(t)w$ and $w(0)=0$. Show that
$$w(t)=0\quad\text{for all }t.$$

**Solution.** Put $W(t)=w(t)\exp\left(-\int_0^t k(x)\,dx\right)$. Then
$$W'=(kw-kw)\exp\left(-\int_0^t k(x)\,dx\right)=0,$$
so $W(t)=W(0)=0$. The exponential is never zero, hence $w(t)=0$.

```lean
/-- A solution of `w' = k(t) w` with continuous rate `k` that vanishes at time zero
vanishes at all times. -/
theorem linear_zero {k w : ℝ → ℝ} (hk : Continuous k)
    (hw : ∀ t, HasDerivAt w (k t * w t) t) (h0 : w 0 = 0) (t : ℝ) : w t = 0 := by
  -- multiply by the integrating factor
  have hd : ∀ s, HasDerivAt (fun r => w r * Real.exp (-∫ x in (0 : ℝ)..r, k x)) 0 s := by
    intro s
    have hE := ((hk.integral_hasStrictDerivAt 0 s).hasDerivAt.fun_neg).exp
    exact ((hw s).fun_mul hE).congr_deriv (by ring)
  have hc := is_const_of_deriv_eq_zero (fun s => (hd s).differentiableAt)
    (fun s => (hd s).deriv) t 0
  simp only [h0, zero_mul] at hc
  exact (mul_eq_zero.1 hc).resolve_right (Real.exp_ne_zero _)
```

## (f) The axial component at all times

Suppose also that $|u(0)|<1$. Show that $|m(t)|=1$ and that some real $c$ satisfies
$$\tanh c=u(0),\qquad u(t)=\tanh(at+c)\quad\text{for all }t.$$

**Solution.** The length follows from (c). For $c$, let $s=\sqrt{(1+u(0))/(1-u(0))}>0$ and $c=\ln s$. Then
$$\tanh c=\frac{s-s^{-1}}{s+s^{-1}}=\frac{s^2-1}{s^2+1}=u(0).$$

Write $\theta=at+c$ and $w=u\cosh\theta-\sinh\theta$. By (d),
$$\begin{aligned}
w'&=a(1-u^2)\cosh\theta+au\sinh\theta-a\cosh\theta\\
&=-au\,(u\cosh\theta-\sinh\theta)=-au\,w.
\end{aligned}$$

Also $w(0)=u(0)\cosh c-\sinh c=0$. Part (e) with $k=-au$ gives $w=0$; divide by $\cosh\theta>0$. Lean applies `linear_zero` to the same $w$ and $k$.

For a single spin in a constant field, without anisotropy or thermal noise, this gives a reference curve for the time integrator of a spin-dynamics simulation.

```lean
/-- **Damped magnetization.** On a trajectory with a unit axis `e` and a unit initial moment neither
parallel nor antiparallel to it, the moment keeps unit length and its axial component is
`tanh (a t + c)`, where `tanh c` is the initial axial component. -/
theorem damped_magnetization {g a : ℝ} {e : Fin 3 → ℝ} {m : ℝ → Fin 3 → ℝ}
    (h : IsTrajectory g a e m) (he : e ⬝ᵥ e = 1) (hm : m 0 ⬝ᵥ m 0 = 1)
    (hu : |m 0 ⬝ᵥ e| < 1) :
    (∀ t, m t ⬝ᵥ m t = 1) ∧
      ∃ c, Real.tanh c = m 0 ⬝ᵥ e ∧ ∀ t, m t ⬝ᵥ e = Real.tanh (a * t + c) := by
  refine ⟨fun t => (length_conserved h t).trans hm, ?_⟩
  -- the initial axial component is a hyperbolic tangent
  obtain ⟨c, hc⟩ : ∃ c, Real.tanh c = m 0 ⬝ᵥ e := by
    generalize m 0 ⬝ᵥ e = u at hu
    obtain ⟨h1, h2⟩ := abs_lt.1 hu
    have hp : 0 < 1 + u := by linarith
    have hq : 0 < 1 - u := by linarith
    have hr : 0 < (1 + u) / (1 - u) := div_pos hp hq
    obtain ⟨s, hs, hs2⟩ : ∃ s : ℝ, 0 < s ∧ s ^ 2 * (1 - u) = 1 + u :=
      ⟨√((1 + u) / (1 - u)), Real.sqrt_pos.2 hr, by
        rw [Real.sq_sqrt hr.le, div_mul_cancel₀ _ hq.ne']⟩
    refine ⟨Real.log s, ?_⟩
    rw [Real.tanh_eq_sinh_div_cosh, Real.sinh_eq, Real.cosh_eq, Real.exp_neg, Real.exp_log hs,
      div_eq_iff (by positivity)]
    field_simp
    linear_combination hs2
  refine ⟨c, hc, fun t => ?_⟩
  have hd := axial_equation h he hm
  have hcont : Continuous fun s => m s ⬝ᵥ e :=
    continuous_iff_continuousAt.2 fun s => (hd s).continuousAt
  -- the defect `u cosh - sinh` obeys a linear equation and starts at zero
  have hw := linear_zero (k := fun s => -a * (m s ⬝ᵥ e))
    (w := fun s => (m s ⬝ᵥ e) * Real.cosh (a * s + c) - Real.sinh (a * s + c))
    (continuous_const.mul hcont) (fun s => by
      have hx : HasDerivAt (fun r => a * r + c) a s :=
        (((hasDerivAt_id' s).const_mul a).add_const c).congr_deriv (mul_one a)
      exact (((hd s).fun_mul hx.cosh).fun_sub hx.sinh).congr_deriv (by ring))
    (by
      have hC := (Real.cosh_pos c).ne'
      simp only [mul_zero, zero_add]
      rw [← hc, Real.tanh_eq_sinh_div_cosh, div_mul_cancel₀ _ hC, sub_self]) t
  rw [Real.tanh_eq_sinh_div_cosh, eq_div_iff (Real.cosh_pos _).ne']
  exact sub_eq_zero.1 hw
```

## (g) Time to reach a given component

Under the assumptions of (f), show that
$$2at=\ln\frac{1+u(t)}{1-u(t)}-\ln\frac{1+u(0)}{1-u(0)}.$$

**Solution.** Since $1\pm\tanh x=e^{\pm x}/\cosh x$, the logarithm of $(1+\tanh x)/(1-\tanh x)$ is $2x$; this is `hlog`. By (f), the right-hand side is $2(at+c)-2c=2at$. For $a\neq0$, division by $2a$ gives the time.

```lean
/-- On a trajectory with a unit axis `e` and a unit initial moment neither parallel nor antiparallel
to it, `2 a t` is the value of `log ((1 + u) / (1 - u))` at time `t` minus its value at time zero,
where `u = m · e`. -/
theorem switching_time {g a : ℝ} {e : Fin 3 → ℝ} {m : ℝ → Fin 3 → ℝ}
    (h : IsTrajectory g a e m) (he : e ⬝ᵥ e = 1) (hm : m 0 ⬝ᵥ m 0 = 1)
    (hu : |m 0 ⬝ᵥ e| < 1) (t : ℝ) :
    2 * a * t = Real.log ((1 + m t ⬝ᵥ e) / (1 - m t ⬝ᵥ e))
      - Real.log ((1 + m 0 ⬝ᵥ e) / (1 - m 0 ⬝ᵥ e)) := by
  have hlog : ∀ x, Real.log ((1 + Real.tanh x) / (1 - Real.tanh x)) = 2 * x := by
    intro x
    have hC := (Real.cosh_pos x).ne'
    have h1 : 1 + Real.tanh x = Real.exp x / Real.cosh x := by
      rw [← Real.cosh_add_sinh, Real.tanh_eq_sinh_div_cosh, add_div, div_self hC]
    have h2 : 1 - Real.tanh x = Real.exp (-x) / Real.cosh x := by
      rw [← Real.cosh_sub_sinh, Real.tanh_eq_sinh_div_cosh, sub_div, div_self hC]
    rw [h1, h2, div_div_div_cancel_right₀ hC, ← Real.exp_sub, Real.log_exp]
    ring
  obtain ⟨-, c, hc, ht⟩ := damped_magnetization h he hm hu
  rw [ht t, ← hc, hlog, hlog]
  ring
```

## (h) Starting along the field

Let $e$ be a unit vector and $m(0)=e$. Show that
$$m(t)=e\quad\text{for all }t.$$

**Solution.** By (d), $w=1-u$ obeys $w'=-a(1+u)w$ with $w(0)=0$, so (e) gives $u=1$. Then $|m-e|^2=1-2u+1=0$.

The same argument with $1+u$ shows that a moment starting at $-e$ stays at $-e$: an exactly antiparallel moment never switches in this noiseless model.

```lean
/-- A trajectory that starts at the unit axis vector `e` stays there. -/
theorem aligned_stays {g a : ℝ} {e : Fin 3 → ℝ} {m : ℝ → Fin 3 → ℝ}
    (h : IsTrajectory g a e m) (he : e ⬝ᵥ e = 1) (h0 : m 0 = e) (t : ℝ) : m t = e := by
  have hm : m 0 ⬝ᵥ m 0 = 1 := by rw [h0, he]
  have hd := axial_equation h he hm
  have hcont : Continuous fun s => m s ⬝ᵥ e :=
    continuous_iff_continuousAt.2 fun s => (hd s).continuousAt
  have hq := linear_zero (k := fun s => -a * (1 + m s ⬝ᵥ e)) (w := fun s => 1 - m s ⬝ᵥ e)
    (continuous_const.mul (continuous_const.add hcont))
    (fun s => ((hd s).const_sub 1).congr_deriv (by ring)) (by simp only [h0, he, sub_self]) t
  have hl := (length_conserved h t).trans hm
  -- the squared distance between `m t` and `e` vanishes
  refine sub_eq_zero.1 (dotProduct_self_eq_zero.1 ?_)
  rw [sub_dotProduct, dotProduct_sub, dotProduct_sub, dotProduct_comm e (m t)]
  linarith
```

## (i) An explicit spiral

Take $e=(0,0,1)$ and any real $g,a,c$. With $\theta=at+c$, show that
$$m(t)=\left(\frac{\cos gt}{\cosh\theta},\frac{\sin gt}{\cosh\theta},\tanh\theta\right)$$
meets every condition on the moment in (f).

```lean
/-- The curve with components `cos (g t) / cosh θ`, `sin (g t) / cosh θ` and `sinh θ / cosh θ`,
where `θ = a t + c`. -/
def spiral (g a c t : ℝ) : Fin 3 → ℝ :=
  ![Real.cos (g * t) / Real.cosh (a * t + c), Real.sin (g * t) / Real.cosh (a * t + c),
    Real.sinh (a * t + c) / Real.cosh (a * t + c)]
```

**Solution.** For $m=(x,y,z)$ the torque is
$$\big(-gy-azx,\;gx-azy,\;a(x^2+y^2)\big),$$
which is `hF`. Differentiation gives $x'=-gy-azx$, $y'=gx-azy$ and $z'=a/\cosh^2\theta=a(x^2+y^2)$. At $t=0$ the squared length is $1/\cosh^2c+\tanh^2c=1$. Finally, $\cosh c\pm\sinh c=e^{\pm c}>0$ gives $|\tanh c|<1$.

```lean
/-- The spiral solves the Landau-Lifshitz equation about the z axis, starts with unit length,
and starts neither parallel nor antiparallel to that axis. -/
theorem damped_magnetization_witness (g a c : ℝ) :
    IsTrajectory g a ![0, 0, 1] (spiral g a c) ∧ spiral g a c 0 ⬝ᵥ spiral g a c 0 = 1 ∧
      |spiral g a c 0 ⬝ᵥ ![0, 0, 1]| < 1 := by
  refine ⟨fun t => ?_, ?_, ?_⟩
  · have hF : ∀ x y z : ℝ, torque g a ![0, 0, 1] ![x, y, z] =
        ![-g * y - a * z * x, g * x - a * z * y, a * (x ^ 2 + y ^ 2)] := by
      intro x y z
      ext i
      fin_cases i <;> simp [torque, cross_apply] <;> ring
    have hx : HasDerivAt (fun r => a * r + c) a t :=
      (((hasDerivAt_id' t).const_mul a).add_const c).congr_deriv (mul_one a)
    have hg : HasDerivAt (fun r => g * r) g t :=
      ((hasDerivAt_id' t).const_mul g).congr_deriv (mul_one g)
    have hC := (Real.cosh_pos (a * t + c)).ne'
    rw [spiral, hF, hasDerivAt_pi]
    intro i
    fin_cases i
    · exact (hg.cos.fun_div hx.cosh hC).congr_deriv (by simp; field_simp)
    · exact (hg.sin.fun_div hx.cosh hC).congr_deriv (by simp; field_simp)
    · refine (hx.sinh.fun_div hx.cosh hC).congr_deriv ?_
      have hn : Real.cosh (a * t + c) * a * Real.cosh (a * t + c)
          - Real.sinh (a * t + c) * (Real.sinh (a * t + c) * a) = a := by
        linear_combination a * Real.cosh_sq (a * t + c)
      rw [hn]
      change _ = a * ((Real.cos (g * t) / Real.cosh (a * t + c)) ^ 2
        + (Real.sin (g * t) / Real.cosh (a * t + c)) ^ 2)
      rw [div_pow, div_pow, ← add_div, Real.cos_sq_add_sin_sq, mul_one_div]
  · have hC := (Real.cosh_pos c).ne'
    simp [spiral, dotProduct, Fin.sum_univ_three]
    field_simp
    linear_combination -Real.cosh_sq c
  · have hC := Real.cosh_pos c
    have h1 := Real.cosh_add_sinh c
    have h2 := Real.cosh_sub_sinh c
    have h3 := Real.exp_pos c
    have h4 := Real.exp_pos (-c)
    have hv : spiral g a c 0 ⬝ᵥ ![0, 0, 1] = Real.sinh c / Real.cosh c := by
      simp [spiral, dotProduct, Fin.sum_univ_three]
    rw [hv, abs_lt, lt_div_iff₀ hC, div_lt_iff₀ hC]
    constructor <;> linarith

end

end MagnetizationDamping
```

```lean
#print axioms MagnetizationDamping.axial_equation
-- 'MagnetizationDamping.axial_equation' depends on axioms: [propext, Classical.choice, Quot.sound]
#print axioms MagnetizationDamping.switching_time
-- 'MagnetizationDamping.switching_time' depends on axioms: [propext, Classical.choice, Quot.sound]
#print axioms MagnetizationDamping.aligned_stays
-- 'MagnetizationDamping.aligned_stays' depends on axioms: [propext, Classical.choice, Quot.sound]
```
